# Acoustic sum rule: for a C² energy unchanged by a common shift, the gradient and every Hessian row sum to zero

Push a molecule in field-free space so that all its atoms move by the same vector. No bond changes length, no energy is spent, and no restoring force appears. The force constants, however, describe how each atom responds when single atoms are displaced. What must these separate numbers satisfy for the rigid push to cost nothing?

Let $E(x)$ be the energy as a function of finitely many real coordinates $x_j$, with $j$ in an index set $\iota$. Write $\partial_j E$ for the gradient components and $\Phi_{ij} = \partial_i\partial_j E$ for the force constants. If $E$ is twice continuously differentiable and a common shift of all coordinates leaves it unchanged, then at every configuration
$$\sum_j \partial_j E = 0, \qquad \sum_j \Phi_{ij} = 0 \quad\text{for every } i.$$
For atoms on a line, this makes rigid translation a null vector of the force-constant matrix. For atoms in space, the same holds for a translation along each Cartesian direction, as shown below.

```lean
import Mathlib

open Finset

namespace AcousticSumRule

noncomputable section
```

## Invariance along a collective displacement

The physical hypothesis is that nothing outside the system marks a position: there is no external field, substrate or tether. It is stated for a general collective displacement $v$, which assigns a weight $v_j$ to each coordinate:
$$E(x + s v) = E(x) \quad\text{for all } x \text{ and all real } s.$$
The common shift is $v = (1,\dots,1)$.

```lean
/-- The energy `E` is unchanged when the configuration is displaced by any multiple of the
collective displacement `v`. -/
def InvariantAlong {ι : Type*} (E : (ι → ℝ) → ℝ) (v : ι → ℝ) : Prop :=
  ∀ (x : ι → ℝ) (s : ℝ), E (x + s • v) = E x
```

By hand, invariance is used once, to say that $E$ has zero slope along $v$. Without it the rule fails already for one tethered coordinate: $E = x^2/2$ has gradient $x$ and force constant $1$.

## Finitely many coordinates

A configuration is a function `ι → ℝ`, where `ι` is finite. The gradient component `energyGradient E x j` is the derivative of $E$ at $x$ applied to a unit displacement of coordinate $j$. The force on that coordinate is its negative.

```lean
variable {ι : Type*} [Fintype ι] [DecidableEq ι]

/-- The component `∂E/∂x_j` of the energy gradient at the configuration `x`. -/
def energyGradient (E : (ι → ℝ) → ℝ) (x : ι → ℝ) (j : ι) : ℝ :=
  fderiv ℝ E x (Pi.single j 1)
```

The force constant is the $i$-th partial derivative of the $j$-th gradient component, in that order. A row sum therefore runs over the inner derivative, and the argument never exchanges the two.

```lean
/-- The force constant `Φ_ij = ∂²E/∂x_i∂x_j` at the configuration `x`. -/
def forceConstant (E : (ι → ℝ) → ℝ) (x : ι → ℝ) (i j : ι) : ℝ :=
  energyGradient (fun y => energyGradient E y j) x i
```

Finiteness lets any displacement be written as $v = \sum_j v_j e_j$, with $e_j$ the unit displacement of coordinate $j$. A linear response $L$ then satisfies $L(v) = \sum_j v_j L(e_j)$. The lemma below proves the decomposition component by component and passes $L$ through the sum. For infinitely many coordinates, as in an infinite crystal, the sums would raise questions of convergence that are not addressed here.

```lean
/-- A linear response to a displacement `v` is the sum of the responses to unit displacements
of the single coordinates, weighted with the components of `v`. -/
theorem linear_response_eq_sum (L : (ι → ℝ) →L[ℝ] ℝ) (v : ι → ℝ) :
    L v = ∑ j, v j * L (Pi.single j 1) := by
  have h : v = ∑ j, v j • (Pi.single j (1 : ℝ) : ι → ℝ) := by
    ext k
    simp [Finset.sum_apply, Pi.single_apply]
  calc L v = L (∑ j, v j • (Pi.single j (1 : ℝ) : ι → ℝ)) := congrArg L h
    _ = ∑ j, v j * L (Pi.single j 1) := by
      rw [map_sum]
      exact Finset.sum_congr rfl fun j _ => by rw [map_smul, smul_eq_mul]
```

## A first derivative, for the forces

If $E$ is differentiable, the chain rule along the line $x + s v$ gives
$$\frac{d}{ds}E(x+sv) = \sum_j v_j\,\partial_j E(x+sv).$$
In the proof, `line` states that the line has velocity $v$; composing it with the derivative of $E$ and applying the previous lemma gives the sum.

```lean
/-- Along a collective displacement `v` a differentiable energy changes at the rate `∑ v_j ∂E/∂x_j`.
-/
theorem hasDerivAt_energy {E : (ι → ℝ) → ℝ} (hE : Differentiable ℝ E)
    (x v : ι → ℝ) (s : ℝ) :
    HasDerivAt (fun t : ℝ => E (x + t • v))
      (∑ j, v j * energyGradient E (x + s • v) j) s := by
  have line : HasDerivAt (fun t : ℝ => x + t • v) v s := by
    simpa using ((hasDerivAt_id' s).smul_const v).const_add x
  have h := (hE (x + s • v)).hasFDerivAt.comp_hasDerivAt s line
  rw [linear_response_eq_sum] at h
  exact h
```

Invariance now enters. The left side is the derivative of a constant, so at $s = 0$
$$\sum_j v_j\,\partial_j E(x) = 0.$$
For the common shift, this says that the net force vanishes at every configuration, whether or not it is an equilibrium. In the proof, `hc` replaces the energy along the line by a constant function, and uniqueness of the derivative does the rest.

```lean
/-- If a differentiable energy is invariant along `v`, the gradient components weighted with `v` sum
to zero. -/
theorem gradient_sum_eq_zero {E : (ι → ℝ) → ℝ} {v : ι → ℝ} (hE : Differentiable ℝ E)
    (hinv : InvariantAlong E v) (x : ι → ℝ) :
    ∑ j, v j * energyGradient E x j = 0 := by
  have h := hasDerivAt_energy hE x v 0
  -- the energy is constant along the line, so its slope is zero
  have hc : (fun t : ℝ => E (x + t • v)) = fun _ => E x := funext (hinv x)
  rw [hc, zero_smul, add_zero] at h
  exact h.unique (hasDerivAt_const (0 : ℝ) (E x))
```

## A second derivative, for the force constants

`ContDiff ℝ 2 E` says that the energy surface has continuous second derivatives on the whole configuration space. This excludes kinks, hard walls and the Coulomb singularity of coinciding nuclei, so the Born–Oppenheimer energy of a molecule, which contains the nuclear repulsion, is not covered as it stands. The two sum rules are local, however: by hand, the same derivation works at any geometry around which the translation-invariant energy is twice continuously differentiable.

The hypothesis is used to make each gradient component differentiable. Without it, force constants may not exist. With $u = x_1 - x_2$, the translation-invariant energy $u|u|/2$ has gradient components $|u|$ and $-|u|$, which sum to zero but have no derivative at $u = 0$.

```lean
/-- For a twice continuously differentiable energy each gradient component is a
differentiable function of the configuration. -/
theorem differentiable_gradient {E : (ι → ℝ) → ℝ} (hE : ContDiff ℝ 2 E) (j : ι) :
    Differentiable ℝ (fun y => energyGradient E y j) := by
  have h1 : ContDiff ℝ 1 (fderiv ℝ E) := hE.fderiv_right one_add_one_eq_two.le
  exact (h1.differentiable (by norm_num)).clm_apply (differentiable_const _)
```

The weighted gradient sum can now be differentiated term by term. Since the $v_j$ are constants,
$$\partial_i \sum_j v_j\,\partial_j E = \sum_j v_j\,\partial_i\partial_j E = \sum_j v_j\,\Phi_{ij}.$$
The next theorem states this for any $v$, with no invariance assumed. Under invariance the sum on the left is the zero function, so its derivative vanishes and $\sum_j v_j\Phi_{ij} = 0$.

```lean
/-- For a twice continuously differentiable energy, the derivative of the weighted gradient sum `∑
v_j ∂E/∂x_j` with respect to `x_i` is the weighted row sum `∑ v_j Φ_ij` of the force constants. -/
theorem gradient_of_weighted_sum {E : (ι → ℝ) → ℝ} (hE : ContDiff ℝ 2 E)
    (v x : ι → ℝ) (i : ι) :
    energyGradient (fun y => ∑ j, v j * energyGradient E y j) x i
      = ∑ j, v j * forceConstant E x i j := by
  have h : HasFDerivAt (fun y => ∑ j, v j * energyGradient E y j)
      (∑ j, v j • fderiv ℝ (fun y => energyGradient E y j) x) x :=
    HasFDerivAt.fun_sum fun j _ =>
      (differentiable_gradient hE j x).hasFDerivAt.const_mul (v j)
  unfold forceConstant
  rw [energyGradient, h.fderiv, _root_.sum_apply]
  rfl
```

## Balanced forces at one reference configuration

Vanishing row sums are often used as a check on computed force constants. To infer invariance from them, one more condition is needed: at some configuration $x_0$ the weighted forces balance, $\sum_j v_j\,\partial_j E(x_0) = 0$. An equilibrium geometry satisfies this, since all forces vanish there.

Set $G(y) = \sum_j v_j\,\partial_j E(y)$ and suppose that the weighted row sums vanish at every configuration. Then:

1. Every partial derivative $\partial_i G = \sum_j v_j\Phi_{ij}$ is zero, so $G$ is constant.
2. Since $G(x_0) = 0$, the constant is zero.
3. Hence $\frac{d}{ds}E(x+sv) = G(x+sv) = 0$, and $E(x+sv) = E(x)$.

The theorem joins both directions into an equivalence. In its first half, `hz` is the identity $G = 0$ that gets differentiated. In the second half, `hG'` and `hzero` together carry out steps 1 and 2, and `hconst` is step 3. The row condition is required at all configurations; force constants at a single geometry would not suffice for this argument.

```lean
/-- A twice continuously differentiable energy is invariant along `v` exactly when the
force-constant rows weighted with `v` sum to zero everywhere and the weighted gradient sum vanishes
at one reference configuration `x₀`. -/
theorem invariantAlong_iff {E : (ι → ℝ) → ℝ} (hE : ContDiff ℝ 2 E) (v x₀ : ι → ℝ) :
    InvariantAlong E v ↔
      (∀ x i, ∑ j, v j * forceConstant E x i j = 0) ∧
        ∑ j, v j * energyGradient E x₀ j = 0 := by
  have hd : Differentiable ℝ E := hE.differentiable (by norm_num)
  constructor
  · intro hinv
    refine ⟨fun x i => ?_, gradient_sum_eq_zero hd hinv x₀⟩
    -- differentiate the identity `∑ v_j ∂_j E = 0`
    have hz : (fun y => ∑ j, v j * energyGradient E y j) = fun _ => (0 : ℝ) :=
      funext (gradient_sum_eq_zero hd hinv)
    rw [← gradient_of_weighted_sum hE, hz]
    simp [energyGradient]
  · rintro ⟨hrow, h0⟩ x s
    have hG : Differentiable ℝ (fun y => ∑ j, v j * energyGradient E y j) :=
      Differentiable.fun_sum fun j _ => (differentiable_gradient hE j).const_mul (v j)
    -- the weighted gradient sum is constant in configuration space, hence zero
    have hG' : ∀ y, fderiv ℝ (fun y => ∑ j, v j * energyGradient E y j) y = 0 := by
      intro y
      ext w
      rw [linear_response_eq_sum]
      refine Finset.sum_eq_zero fun i _ => ?_
      have hi := gradient_of_weighted_sum hE v y i
      rw [hrow y i, energyGradient] at hi
      rw [hi, mul_zero]
    have hzero : ∀ y, ∑ j, v j * energyGradient E y j = 0 := fun y =>
      (is_const_of_fderiv_eq_zero hG hG' y x₀).trans h0
    -- so the energy does not change along the displacement
    have hconst := is_const_of_deriv_eq_zero
      (fun t => (hasDerivAt_energy hd x v t).differentiableAt)
      (fun t => (hasDerivAt_energy hd x v t).deriv.trans (hzero _)) s 0
    simpa using hconst
```

## Common shifts and rigid translations

For the common shift, the invariance hypothesis reads $E(x_1+s, x_2+s, \dots) = E(x)$. The proof recognises it as invariance along the displacement with all weights $1$, applies the equivalence with $x$ itself as reference configuration, and removes the factors of $1$.

```lean
/-- Acoustic sum rule: if a common shift of all coordinates leaves a twice continuously
differentiable energy unchanged, the gradient components sum to zero and every row of the
force-constant matrix sums to zero. -/
theorem acoustic_sum_rule {E : (ι → ℝ) → ℝ} (hE : ContDiff ℝ 2 E)
    (hinv : ∀ (x : ι → ℝ) (s : ℝ), E (fun i => x i + s) = E x) (x : ι → ℝ) :
    ∑ j, energyGradient E x j = 0 ∧ ∀ i, ∑ j, forceConstant E x i j = 0 := by
  have h : InvariantAlong E (fun _ => 1) := by
    intro y s
    have e : y + s • (fun _ : ι => (1 : ℝ)) = fun i => y i + s := by
      ext i
      simp
    rw [e]
    exact hinv y s
  obtain ⟨hrow, hgrad⟩ := (invariantAlong_iff hE _ x).1 h
  exact ⟨by simpa using hgrad, fun i => by simpa using hrow x i⟩
```

This version treats all coordinates alike, which suits atoms on a line. For atoms in space, coordinates are labelled by pairs $(j,\beta)$ of an atom $j$ and a Cartesian direction $\beta$, and the hypothesis is invariance under every rigid translation by a vector $a$. Take $v$ to be $1$ on the $\beta$ coordinates of all atoms and $0$ on the others. The weighted row sum then reduces to
$$\sum_j \Phi_{(i,\alpha),(j,\beta)} = 0$$
for every atom $i$ and all directions $\alpha$ and $\beta$. In Lean, `ι` now labels atoms and `κ` directions, in any finite number; the last line splits the sum over pairs and keeps only the direction $\beta$. Rotations are not assumed to be symmetries, and no rule for them is derived.

```lean
/-- Acoustic sum rule for atoms `ι` with Cartesian directions `κ`: if rigid translations leave a
twice continuously differentiable energy unchanged, the force constants between a coordinate `(i,
α)` and the `β` coordinates of all atoms sum to zero. -/
theorem acoustic_sum_rule_cartesian {κ : Type*} [Fintype κ] [DecidableEq κ]
    {E : (ι × κ → ℝ) → ℝ} (hE : ContDiff ℝ 2 E)
    (hinv : ∀ (x : ι × κ → ℝ) (a : κ → ℝ), E (fun p => x p + a p.2) = E x)
    (x : ι × κ → ℝ) (i : ι) (α β : κ) :
    ∑ j, forceConstant E x (i, α) (j, β) = 0 := by
  -- the collective displacement moves every atom along the axis `β`
  have h : InvariantAlong E (fun p => if p.2 = β then 1 else 0) := fun y s =>
    hinv y (fun γ => s * (if γ = β then 1 else 0))
  have hrow := ((invariantAlong_iff hE _ x).1 h).1 x (i, α)
  simpa [Fintype.sum_prod_type] using hrow
```

## A uniform force leaves the row sums at zero

The balance condition at $x_0$ does real work in the equivalence. Take $E = \sum_k x_k$, the energy of coordinates that all feel the same constant force $-1$. Every gradient component equals $1$ everywhere, so all force constants vanish and every row sums to zero. Yet a common shift by $s$ changes the energy by $s$ times the number of coordinates. Vanishing row sums alone therefore do not rule out such a constant force.

The theorem assumes at least one coordinate, since with none there is nothing to shift. Its proof computes the constant gradient in `hg`, differentiates it to get zero, and refutes invariance by shifting the configuration $x = 0$ by $s = 1$.

```lean
/-- With at least one coordinate, the linear energy `∑ x_k` has force-constant rows that sum to
zero, yet it is not invariant under a common shift of all coordinates. -/
theorem linear_energy_not_invariant [Nonempty ι] :
    (∀ (x : ι → ℝ) (i : ι), ∑ j, forceConstant (fun y : ι → ℝ => ∑ k, y k) x i j = 0) ∧
      ¬ InvariantAlong (fun y : ι → ℝ => ∑ k, y k) (fun _ => 1) := by
  constructor
  · have hg : ∀ (y : ι → ℝ) (j : ι),
        energyGradient (fun y : ι → ℝ => ∑ k, y k) y j = 1 := by
      intro y j
      have hF : HasFDerivAt (fun y : ι → ℝ => ∑ k, y k)
          (∑ k, ContinuousLinearMap.proj (R := ℝ) (φ := fun _ : ι => ℝ) k) y :=
        HasFDerivAt.fun_sum fun k _ => hasFDerivAt_apply k y
      rw [energyGradient, hF.fderiv]
      simp [_root_.sum_apply, Pi.single_apply]
    intro x i
    simp only [forceConstant, hg]
    simp [energyGradient]
  · intro h
    have h1 := h 0 1
    simp at h1

end

end AcousticSumRule
```

```lean
#print axioms AcousticSumRule.acoustic_sum_rule
#print axioms AcousticSumRule.acoustic_sum_rule_cartesian
#print axioms AcousticSumRule.linear_energy_not_invariant
```

```
'AcousticSumRule.acoustic_sum_rule' depends on axioms: [propext, Classical.choice, Quot.sound]
'AcousticSumRule.acoustic_sum_rule_cartesian' depends on axioms: [propext, Classical.choice, Quot.sound]
'AcousticSumRule.linear_energy_not_invariant' depends on axioms: [propext, Classical.choice, Quot.sound]
```
